# For real roots of the Heisenberg chain, the Gaudin quadratic form is driving minus scattering

Q: Put \(M\) magnons on a spin-1/2 Heisenberg ring of \(N\) sites. Each has a rapidity, and the rapidities are fixed by requiring that every magnon return to its starting phase after one trip round the ring. If I nudge one rapidity, the phases of all the others shift too. You say a matrix called `gaudin` describes this response. Why should I believe it is the right matrix, and not just one with a suggestive name?

A: Because it is proved to be the derivative of the Bethe equations. Call the real rapidities, or roots, \(l_0,\dots,l_{M-1}\); Lean counts from zero. The logarithmic Bethe equations are \(F_j(l)=2\pi I_j\), with quantum numbers \(I_j\) and

\[
F_j(l)=2N\arctan(2l_j)-2\sum_k\arctan(l_j-l_k).
\]

The first term is the phase from travelling round the ring, the second the phase from scattering off the other magnons. The phase per site, \(2\arctan(2u)\), and the phase per scattering partner, \(2\arctan u\), have the rates of change

\[
a(u)=\frac{4}{1+4u^2},\qquad K(u)=\frac{2}{1+u^2}.
\]

In the file these are `driving` and `kernel`.

```lean
import Mathlib

open Matrix

namespace BetheGaudinMatrix

noncomputable section

/-- The driving term `a(u) = 4 / (1 + 4 u²)` of a magnon with rapidity `u`. -/
def driving (u : ℝ) : ℝ := 4 / (1 + 4 * u ^ 2)

/-- The two-magnon scattering kernel `K(u) = 2 / (1 + u²)` at rapidity difference `u`. -/
def kernel (u : ℝ) : ℝ := 2 / (1 + u ^ 2)
```

Q: Your sum over \(k\) includes \(k=j\). A magnon doesn't scatter off itself.

A: That term is \(\arctan 0=0\), so it changes nothing. Here is the map, with the roots as a function `l : Fin M → ℝ`.

```lean
/-- The left-hand sides `F_j` of the logarithmic Bethe equations for `M` real roots
on a Heisenberg chain of `N` sites. -/
def betheMap {M : ℕ} (N : ℕ) (l : Fin M → ℝ) : Fin M → ℝ := fun j =>
  2 * (N : ℝ) * Real.arctan (2 * l j) - 2 * ∑ k, Real.arctan (l j - l k)
```

The definition fixes the isotropic chain and the rapidity scale, with no factor \(1/2\pi\) in the kernels. Real roots exclude bound states, whose rapidities are complex.

Q: And the matrix?

A: Write \(a_j=a(l_j)\) and \(K_{jk}=K(l_j-l_k)\). Then

\[
G_{jk}=\delta_{jk}\Big(Na_j-\sum_m K_{jm}\Big)+K_{jk}.
\]

The self-term \(K_{jj}=2\) enters the diagonal once with each sign and cancels. For a single magnon, \(G\) is just the number \(Na_0\).

```lean
/-- The Gaudin matrix: the scattering kernel `K(l_j - l_k)` plus the diagonal matrix
with entries `N a(l_j) - ∑ m, K(l_j - l_m)`. -/
def gaudin {M : ℕ} (N : ℕ) (l : Fin M → ℝ) : Matrix (Fin M) (Fin M) ℝ :=
  Matrix.diagonal (fun j => (N : ℝ) * driving (l j) - ∑ m, kernel (l j - l m)) +
    Matrix.of (fun j k => kernel (l j - l k))
```

Q: That is still only a definition. Show me how it acts.

A: Let \(x_j\) be a small displacement of root \(j\). Multiplying out,

\[
(Gx)_j=Na_jx_j-\sum_m K_{jm}x_j+\sum_k K_{jk}x_k
=Na_jx_j-\sum_k K_{jk}(x_j-x_k).
\]

Scattering responds only to relative displacements. In Lean, `*ᵥ` is matrix times vector, and the proof of `gaudin_mulVec` is this expansion. Before it stands `kernel_symm`, which says \(K_{jk}=K_{kj}\) because the difference is squared.

```lean
variable {M : ℕ}

/-- The scattering kernel is even in the rapidity difference. -/
theorem kernel_symm (u v : ℝ) : kernel (u - v) = kernel (v - u) := by
  unfold kernel
  rw [show (u - v) ^ 2 = (v - u) ^ 2 by ring]

/-- Acting on a displacement `x` of the roots, the Gaudin matrix gives a driving term
and a scattering term that depends only on relative displacements. -/
theorem gaudin_mulVec (N : ℕ) (l x : Fin M → ℝ) (j : Fin M) :
    (gaudin N l *ᵥ x) j =
      N * driving (l j) * x j - ∑ k, kernel (l j - l k) * (x j - x k) := by
  unfold gaudin
  rw [Matrix.add_mulVec, Pi.add_apply, Matrix.mulVec_diagonal]
  simp only [Matrix.mulVec, dotProduct, Matrix.of_apply, mul_sub,
    Finset.sum_sub_distrib, ← Finset.sum_mul]
  ring
```

Q: Now the derivative. Partial derivatives alone wouldn't convince me.

A: `HasFDerivAt` is the full derivative of a map of several variables: \(F(l+x)=F(l)+Gx\) up to an error smaller than linear in \(x\). By the chain rule, the change of \(F_j\) to first order is

\[
2N\,\frac{2x_j}{1+4l_j^2}-2\sum_k\frac{x_j-x_k}{1+(l_j-l_k)^2}
=Na_jx_j-\sum_kK_{jk}(x_j-x_k),
\]

which is \((Gx)_j\).

```lean
/-- The Gaudin matrix is the Jacobian of the logarithmic Bethe equations. -/
theorem hasFDerivAt_betheMap (N : ℕ) (l : Fin M → ℝ) :
    HasFDerivAt (betheMap N)
      (LinearMap.toContinuousLinearMap (Matrix.mulVecLin (gaudin N l))) l := by
  rw [hasFDerivAt_pi']
  intro j
  have hp : ∀ k, HasFDerivAt (fun y : Fin M → ℝ => y k)
      (ContinuousLinearMap.proj (R := ℝ) (φ := fun _ : Fin M => ℝ) k) l :=
    fun k => hasFDerivAt_apply k l
  -- differentiate the driving phase and the scattering phases
  have h1 := ((hp j).const_mul 2).arctan.const_mul (2 * (N : ℝ))
  have h2 := (HasFDerivAt.fun_sum (u := Finset.univ)
    fun k _ => ((hp j).fun_sub (hp k)).arctan).const_mul 2
  refine (h1.fun_sub h2).congr_fderiv (ContinuousLinearMap.ext fun x => ?_)
  change _ = (gaudin N l *ᵥ x) j
  rw [gaudin_mulVec]
  simp only [_root_.sub_apply, _root_.smul_apply,
    _root_.sum_apply, ContinuousLinearMap.proj_apply, smul_eq_mul]
  rw [Finset.mul_sum]
  congr 1
  · unfold driving
    ring
  · refine Finset.sum_congr rfl fun k _ => ?_
    unfold kernel
    ring
```

The proof goes component by component. `h1` differentiates the ring phase and `h2` the scattering phases; the result is then compared with `gaudin_mulVec`, one term at a time.

Q: Do the roots have to solve the Bethe equations?

A: No. The theorem holds at every real point `l`, and so do the symmetry, the row sums and the quadratic form below. Nor does the file ask for distinct roots or for \(M\le N/2\), which you would add to describe actual states. It doesn't address whether solutions exist.

Q: What do symmetry and the row sums tell me?

A: Symmetry says that root \(k\) affects equation \(j\) as strongly as root \(j\) affects equation \(k\). It follows from the evenness of \(K\), since the rest of \(G\) is diagonal. For the row sums, displace all roots equally, \(x_k=1\). Every difference vanishes, so

\[
\sum_kG_{jk}=Na_j.
\]

The Lean proof makes the same choice of constant vector.

```lean
/-- The Gaudin matrix is symmetric, and its `j`-th row sums to `N a(l_j)`. -/
theorem gaudin_symm_and_row_sum (N : ℕ) (l : Fin M → ℝ) :
    (gaudin N l).IsSymm ∧ ∀ j, ∑ k, gaudin N l j k = N * driving (l j) := by
  constructor
  · exact (Matrix.isSymm_diagonal _).add
      (Matrix.IsSymm.ext fun j k => kernel_symm (l k) (l j))
  · intro j
    -- a uniform displacement of all roots feels no scattering
    have h := gaudin_mulVec N l (fun _ => 1) j
    simpa [Matrix.mulVec, dotProduct] using h
```

Q: So far each magnon has its own equation. Where does the quadratic form come from?

A: Multiply \((Gx)_j\) by \(x_j\) and sum:

\[
\langle x,Gx\rangle=N\sum_ja_jx_j^2-T,\qquad
T=\sum_{j,k}K_{jk}\,x_j(x_j-x_k).
\]

Exchange the names \(j\) and \(k\). Since \(K\) is even, \(T=\sum_{j,k}K_{jk}\,x_k(x_k-x_j)\) as well. Adding the two expressions gives \(2T=\sum_{j,k}K_{jk}(x_j-x_k)^2\), and therefore

\[
\langle x,Gx\rangle=N\sum_ja_jx_j^2-\frac12\sum_{j,k}\frac{2(x_j-x_k)^2}{1+(l_j-l_k)^2}.
\]

In the code `⬝ᵥ` is the dot product. `hx` is the first display, `hswap` the exchange, `hsplit` the addition, and `linarith` combines them.

```lean
/-- The quadratic form of the Gaudin matrix is a driving term, a weighted sum of squared
displacements, minus a scattering term, a weighted sum of squared relative displacements. -/
theorem gaudin_quadratic_form (N : ℕ) (l x : Fin M → ℝ) :
    x ⬝ᵥ (gaudin N l *ᵥ x) = N * ∑ j, driving (l j) * x j ^ 2 -
      1 / 2 * ∑ j, ∑ k, kernel (l j - l k) * (x j - x k) ^ 2 := by
  have hx : x ⬝ᵥ (gaudin N l *ᵥ x) = N * ∑ j, driving (l j) * x j ^ 2 -
      ∑ j, ∑ k, kernel (l j - l k) * (x j * (x j - x k)) := by
    unfold dotProduct
    rw [Finset.mul_sum, ← Finset.sum_sub_distrib]
    refine Finset.sum_congr rfl fun j _ => ?_
    rw [gaudin_mulVec, mul_sub, Finset.mul_sum]
    congr 1
    · ring
    · exact Finset.sum_congr rfl fun k _ => by ring
  -- exchange the two magnons in the double sum
  have hswap : ∑ j, ∑ k, kernel (l j - l k) * (x j * (x j - x k)) =
      ∑ j, ∑ k, kernel (l j - l k) * (x k * (x k - x j)) := by
    rw [Finset.sum_comm]
    refine Finset.sum_congr rfl fun j _ => Finset.sum_congr rfl fun k _ => ?_
    rw [kernel_symm]
  have hsplit : ∑ j, ∑ k, kernel (l j - l k) * (x j - x k) ^ 2 =
      ∑ j, ∑ k, kernel (l j - l k) * (x j * (x j - x k)) +
      ∑ j, ∑ k, kernel (l j - l k) * (x k * (x k - x j)) := by
    simp only [← Finset.sum_add_distrib]
    exact Finset.sum_congr rfl fun j _ => Finset.sum_congr rfl fun k _ => by ring
  linarith
```

Q: Are these two terms energies of the spin chain?

A: No. They measure how phases respond to displaced roots and are not expectation values of the Hamiltonian.

Q: Then it is a difference of two non-negative terms. Who says it is positive?

A: Nobody, without a condition. Let \(S_j=\sum_{k\ne j}K_{jk}\) be the total scattering kernel felt by root \(j\), and assume \(2S_j<Na_j\) for every \(j\). Physically, the phase a magnon gathers round the ring must respond to its rapidity more than twice as strongly as its total scattering phase does. A few magnons at fixed rapidities on a long enough chain satisfy this. The antiferromagnetic ground state of a long chain in zero field does not: its outer roots violate the condition, so the two theorems below don't cover it.

From \((x_j-x_k)^2\le 2x_j^2+2x_k^2\) and the symmetry of \(K\),

\[
\frac12\sum_{j,k}K_{jk}(x_j-x_k)^2\le 2\sum_jS_jx_j^2,
\]

so that

\[
\langle x,Gx\rangle\ge\sum_j(Na_j-2S_j)\,x_j^2>0\qquad(x\neq0).
\]

```lean
/-- If for every root the driving term `N a(l_j)` exceeds twice the summed scattering
kernel with the other roots, the Gaudin matrix is positive definite. -/
theorem gaudin_pos (N : ℕ) (l : Fin M → ℝ)
    (h : ∀ j, 2 * ∑ k with k ≠ j, kernel (l j - l k) < N * driving (l j))
    (x : Fin M → ℝ) (hx : x ≠ 0) : 0 < x ⬝ᵥ (gaudin N l *ᵥ x) := by
  obtain ⟨W, hW⟩ : ∃ W : Fin M → Fin M → ℝ,
      ∀ j k, W j k = if k ≠ j then kernel (l j - l k) else 0 :=
    ⟨fun j k => if k ≠ j then kernel (l j - l k) else 0, fun _ _ => rfl⟩
  obtain ⟨S, hS⟩ : ∃ S : Fin M → ℝ, ∀ j, S j = ∑ k, W j k :=
    ⟨fun j => ∑ k, W j k, fun _ => rfl⟩
  have hlt : ∀ j, 2 * S j < N * driving (l j) := by
    intro j
    have h' := h j
    rw [Finset.sum_filter] at h'
    simpa only [hS, hW] using h'
  have hWs : ∀ j k, W j k = W k j := by
    intro j k
    rw [hW, hW, kernel_symm]
    simp only [ne_comm]
  -- bound each relative displacement by the individual ones
  have hb : ∑ j, ∑ k, kernel (l j - l k) * (x j - x k) ^ 2 ≤
      ∑ j, ∑ k, (2 * (W j k * x j ^ 2) + 2 * (W j k * x k ^ 2)) := by
    refine Finset.sum_le_sum fun j _ => Finset.sum_le_sum fun k _ => ?_
    by_cases hk : k = j
    · subst hk
      simp [hW]
    · have hK : 0 ≤ kernel (l j - l k) := by
        unfold kernel
        positivity
      rw [hW, if_pos hk]
      nlinarith [mul_nonneg hK (sq_nonneg (x j + x k))]
  have h1 : ∑ j, ∑ k, W j k * x j ^ 2 = ∑ j, S j * x j ^ 2 :=
    Finset.sum_congr rfl fun j _ => by rw [hS, Finset.sum_mul]
  have h2 : ∑ j, ∑ k, W j k * x k ^ 2 = ∑ j, S j * x j ^ 2 := by
    rw [Finset.sum_comm, ← h1]
    exact Finset.sum_congr rfl fun j _ => Finset.sum_congr rfl fun k _ => by rw [hWs]
  simp only [Finset.sum_add_distrib, ← Finset.mul_sum] at hb
  rw [h1, h2] at hb
  have hpos : 0 < ∑ j, (N * driving (l j) - 2 * S j) * x j ^ 2 := by
    obtain ⟨i, hi⟩ := Function.ne_iff.mp hx
    have hi' : x i ≠ 0 := hi
    refine Finset.sum_pos' (fun j _ => ?_) ⟨i, Finset.mem_univ i, ?_⟩
    · exact mul_nonneg (sub_pos.mpr (hlt j)).le (sq_nonneg _)
    · exact mul_pos (sub_pos.mpr (hlt i)) (by positivity)
  simp only [sub_mul, mul_assoc, Finset.sum_sub_distrib, ← Finset.mul_sum] at hpos
  rw [gaudin_quadratic_form]
  linarith
```

In the proof, `W` is the kernel with its diagonal removed and `S` holds its row sums. `hb` is the bound on relative displacements, which rests on \(K_{jk}(x_j+x_k)^2\ge0\). `hpos` is the strict positivity of the last sum, since some \(x_i\) is non-zero.

Q: And the determinant?

A: If it vanished, there would be a non-zero \(v\) with \(Gv=0\), hence \(\langle v,Gv\rangle=0\), contradicting positivity. The proof says just that.

```lean
/-- If for every root the driving term `N a(l_j)` exceeds twice the summed scattering kernel with
the other roots, the Gaudin determinant does not vanish. -/
theorem gaudin_det_ne_zero (N : ℕ) (l : Fin M → ℝ)
    (h : ∀ j, 2 * ∑ k with k ≠ j, kernel (l j - l k) < N * driving (l j)) :
    (gaudin N l).det ≠ 0 := by
  intro hdet
  obtain ⟨v, hv, hv0⟩ := Matrix.exists_mulVec_eq_zero_iff.mpr hdet
  have hp := gaudin_pos N l h v hv
  rw [hv0, dotProduct_zero] at hp
  exact lt_irrefl _ hp
```

For a finite isotropic chain with real roots satisfying the condition, this means that a Newton step for the Bethe equations has a unique solution. The same determinant appears in the norm formula for Bethe states, which is a separate result and isn't used here.

Q: Perhaps your condition is only a convenience. Drop it. What breaks?

A: Positivity does. Put two roots at \(N\) and \(N+1\), where the driving terms are small but the roots are close enough to scatter strongly: \(K(\pm1)=1\). Both \(Na(N)\) and \(Na(N+1)\) are at most 1. For \(x=(1,-1)\) the relative displacement is 2, so

\[
\langle x,Gx\rangle=N\big(a(N)+a(N+1)\big)-4\le-2.
\]

For the normalised vector \((1,-1)/\sqrt2\) the value is at most \(-1\). The theorem records the negative sign, for every \(N\).

```lean
/-- For two roots at `N` and `N + 1` the quadratic form of the Gaudin matrix is negative
on the relative displacement `(1, -1)`. -/
theorem gaudin_negative_direction (N : ℕ) :
    ![1, -1] ⬝ᵥ (gaudin N ![(N : ℝ), (N : ℝ) + 1] *ᵥ ![1, -1]) < 0 := by
  have k1 : kernel ((N : ℝ) - (N + 1)) = 1 := by
    rw [show (N : ℝ) - (N + 1) = -1 by ring]
    norm_num [kernel]
  have k2 : kernel ((N : ℝ) + 1 - N) = 1 := by
    rw [show (N : ℝ) + 1 - N = 1 by ring]
    norm_num [kernel]
  have hN : (0 : ℝ) ≤ N := Nat.cast_nonneg N
  -- each driving term is at most one
  have a1 : (N : ℝ) * driving N ≤ 1 := by
    unfold driving
    rw [← mul_div_assoc, div_le_one (by positivity)]
    nlinarith [sq_nonneg (2 * (N : ℝ) - 1)]
  have a2 : (N : ℝ) * driving (N + 1) ≤ 1 := by
    unfold driving
    rw [← mul_div_assoc, div_le_one (by positivity)]
    nlinarith [sq_nonneg (N : ℝ)]
  rw [gaudin_quadratic_form]
  simp only [Fin.sum_univ_two, Matrix.cons_val_zero, Matrix.cons_val_one, k1, k2]
  linarith
```

`k1` and `k2` evaluate the kernels, `a1` and `a2` bound the driving terms, and the quadratic form does the rest.

Q: Are those two roots a physical state?

A: They aren't required to solve the Bethe equations. The example shows that positivity fails at some real points; it doesn't settle what happens at solutions that violate the condition.

Q: Can the determinant itself vanish once the condition is gone?

A: Yes. Two magnons with opposite rapidities \(u\) and \(-u\) give a simple example. Write \(a=a(u)=a(-u)\). The kernel between them is \(K(2u)=2/(1+4u^2)=a/2\), so

\[
G=\begin{pmatrix}(N-\tfrac12)a&\tfrac12a\\[2pt]\tfrac12a&(N-\tfrac12)a\end{pmatrix},
\qquad
\det G=\big[(N-\tfrac12)^2-\tfrac14\big]a^2=N(N-1)\,a^2.
\]

```lean
/-- For two magnons with opposite rapidities `u` and `-u` the Gaudin determinant is
`N (N - 1) a(u)²`. -/
theorem gaudin_det_pair (N : ℕ) (u : ℝ) :
    (gaudin N ![u, -u]).det = N * ((N : ℝ) - 1) * driving u ^ 2 := by
  have hd : driving (-u) = driving u := by
    unfold driving
    rw [neg_sq]
  have k1 : kernel (u - -u) = driving u / 2 := by
    unfold kernel driving
    ring
  have k2 : kernel (-u - u) = driving u / 2 := by
    unfold kernel driving
    ring
  rw [Matrix.det_fin_two]
  simp only [gaudin, Matrix.add_apply, Matrix.of_apply, Matrix.diagonal_apply,
    Fin.sum_univ_two, Matrix.cons_val_zero, Matrix.cons_val_one, hd, k1, k2,
    zero_ne_one, one_ne_zero, if_true, if_false]
  ring

end

end BetheGaudinMatrix
```

The Lean proof establishes the same values of \(a\) and \(K\), expands the two-by-two determinant and simplifies.

For this pair the condition reads \(a<Na\), that is \(N\ge2\), and then the determinant is non-zero. At \(N=1\) the two sides are equal, the determinant is zero, and \((1,-1)\) is a null vector. Two magnons on one site are not a physical state, but the example shows that the strict inequality can't be relaxed to \(\le\). Longer chains have zeros too, at other real points: for \(N\ge2\) the determinant is positive at \((u,-u)\) and negative at the earlier roots \((N,N+1)\), so by continuity it vanishes somewhere between them.

```lean
#print axioms BetheGaudinMatrix.gaudin_quadratic_form
#print axioms BetheGaudinMatrix.gaudin_det_ne_zero
#print axioms BetheGaudinMatrix.gaudin_negative_direction
#print axioms BetheGaudinMatrix.gaudin_det_pair
```

```
'BetheGaudinMatrix.gaudin_quadratic_form' depends on axioms: [propext, Classical.choice, Quot.sound]
'BetheGaudinMatrix.gaudin_det_ne_zero' depends on axioms: [propext, Classical.choice, Quot.sound]
'BetheGaudinMatrix.gaudin_negative_direction' depends on axioms: [propext, Classical.choice, Quot.sound]
'BetheGaudinMatrix.gaudin_det_pair' depends on axioms: [propext, Classical.choice, Quot.sound]
```

Q: Then my doubt shrinks to the starting point: that \(F_j=2\pi I_j\) are the right equations for the chain.

A: Yes. They are taken from the Bethe ansatz and not derived here from the Hamiltonian. Given that map, the matrix is its derivative at every set of real roots.
